# The Best Lipschitz Constant of the Spin Factor for p > 1, and the Energy Error from Clamping the Polarisation

A hydrogen atom has one electron. If its spin is up, the spin polarisation is $\zeta = (n_\uparrow - n_\downarrow)/n = 1$ at every point, where $n = n_\uparrow + n_\downarrow$ is the density. The second derivative of the local exchange energy with respect to $\zeta$ diverges at this value. One way to keep it finite in a density-functional program is to replace $\zeta$ by $1-\delta$ with a small $\delta$. How much energy does the replacement cost?

## The steepest point is full polarisation

Take an energy that is local and scales as a power of the density, $E[n] = A\int n^p$, for an unpolarised system. Local exchange has $p = 4/3$ and $A<0$; the Thomas–Fermi kinetic energy has $p = 5/3$ and $A>0$. The constant $A$ carries the strength of the interaction or of the kinetic term. Both energies obey the spin-scaling relation $E[n_\uparrow,n_\downarrow] = \tfrac12\left(E[2n_\uparrow] + E[2n_\downarrow]\right)$. With $2n_\uparrow = n(1+\zeta)$ and $2n_\downarrow = n(1-\zeta)$ it gives

$$E = A\int n^p\,\varphi(\zeta), \qquad \varphi(z) = \tfrac12\left[(1+z)^p + (1-z)^p\right].$$

The letter $\varphi$ is also used in gradient-corrected functionals for the case $p=2/3$, which lies outside the range $p>1$ assumed here.

**Claim.** For $p>1$ the smallest $L$ with $|\varphi(z)-\varphi(y)| \le L|z-y|$ for all $y,z\in[-1,1]$ is $L = p\,2^{p-2}$.

The slope is

$$\varphi'(z) = \tfrac p2\left[(1+z)^{p-1} - (1-z)^{p-1}\right].$$

Since $p-1>0$, it is finite at $z=\pm1$ too. For $z\in[-1,1]$ both $1+z$ and $1-z$ lie in $[0,2]$, so both powers lie between $0$ and $2^{p-1}$. Their difference is at most $2^{p-1}$ in magnitude, hence

$$|\varphi'(z)| \le \tfrac p2\, 2^{p-1} = p\,2^{p-2},$$

and the mean value theorem gives the inequality.

To see that no smaller constant works, set $z=1$ and $y=1-\delta$ with $0<\delta<1$. Any admissible $L$ satisfies

$$\frac{\varphi(1)-\varphi(1-\delta)}{\delta} \le L.$$

As $\delta\to0^+$ the left side tends to $\varphi'(1) = \tfrac p2\,2^{p-1} = p\,2^{p-2}$, because the minority-spin term vanishes. So $L\ge p\,2^{p-2}$.

Now let $0\le\delta\le1$ and let $c_\delta(z)$ be $z$ clamped to $[-(1-\delta),1-\delta]$. A value already in this interval stays put. A value $z>1-\delta$ moves by $z-(1-\delta)\le\delta$, and the negative side is the mirror image. Therefore $|\varphi(z)-\varphi(c_\delta(z))| \le p\,2^{p-2}\,\delta$. Multiplying by $|A|n^p$ and integrating, with $n\ge0$, gives

$$\left|A\int n^p\varphi(\zeta) - A\int n^p\varphi(c_\delta(\zeta))\right| \le |A|\,p\,2^{p-2}\,\delta\int n^p.$$

## What the clamp costs on a grid

Suppose that at each grid point a program forms $n$ and $\zeta$ from the two spin densities, replaces $\zeta$ by $c_\delta(\zeta)$, evaluates $A n^p\varphi$ and adds the result with a non-negative quadrature weight. (A program can also evaluate these energies directly from the two spin densities, without forming $\zeta$.) The bound above holds for this sum too, with each integral read as the weighted sum over the grid points. In this reading the unclamped sum for hydrogen with local exchange is $A\,2^{1/3}\int n^{4/3}$, since $\varphi(1)=2^{p-1}$. Dividing the bound by its magnitude leaves $p\delta/2 = \tfrac23\delta$. A clamp with $\delta = 10^{-10}$ thus changes the exchange energy by less than one part in $10^{10}$.

This estimate concerns local power-law energies evaluated at a fixed density. In a self-consistent calculation the clamp also alters the potential, and through it the density; that further change needs a separate argument.

## The spin factor, the clamp and the energy in Lean

```lean
import Mathlib

open MeasureTheory Filter Topology Set

namespace SpinFactorClamping

noncomputable section
```

The spin factor is a function of two real numbers, the exponent `p` and the polarisation `z`, built on real powers.

```lean
/-- The spin factor `φ(z) = ((1+z)^p + (1-z)^p)/2` of a local energy that scales as the
`p`-th power of the density, for a spin polarisation `z` in `[-1,1]`. -/
def spinFactor (p z : ℝ) : ℝ := ((1 + z) ^ p + (1 - z) ^ p) / 2
```

The clamp is the usual rule with a minimum and a maximum.

```lean
/-- The polarisation `z` clamped to the interval `[-(1-δ), 1-δ]`, for `0 ≤ δ ≤ 1`. -/
def clampPol (δ z : ℝ) : ℝ := max (-(1 - δ)) (min (1 - δ) z)
```

The energy is an integral over a space `X` with an arbitrary measure `μ`. With the volume measure on ordinary space it is the energy of the continuum functional; with point masses it is a quadrature sum with non-negative weights. The functions `n` and `ζ` are the density and the polarisation, given independently of each other.

```lean
/-- The local spin-dependent energy `∫ A n^p φ(ζ)` of a density `n` with polarisation `ζ`. -/
def spinEnergy {X : Type*} [MeasurableSpace X] (μ : Measure X) (A p : ℝ) (n ζ : X → ℝ) : ℝ :=
  ∫ x, A * n x ^ p * spinFactor p (ζ x) ∂μ
```

## The slope and its bound

The derivative is the sum of two power rules, one for $1+z$ and one for $1-z$. The argument `Or.inr hp.le` selects the version of the rule that needs $p\ge1$ and allows a vanishing base, which is what happens at $z=\pm1$. The theorem holds for every real `z`: Lean also assigns values to real powers of negative numbers, so the derivative at the end points is two-sided, though only $[-1,1]$ has physical meaning.

```lean
/-- For `p > 1` the spin factor has the slope `p ((1+z)^(p-1) - (1-z)^(p-1))/2`,
also at full polarisation `z = ±1`. -/
theorem hasDerivAt_spinFactor {p : ℝ} (hp : 1 < p) (z : ℝ) :
    HasDerivAt (spinFactor p) (p * ((1 + z) ^ (p - 1) - (1 - z) ^ (p - 1)) / 2) z := by
  have h1 : HasDerivAt (fun x : ℝ => (1 + x) ^ p) (1 * p * (1 + z) ^ (p - 1)) z :=
    ((hasDerivAt_id' z).const_add 1).rpow_const (Or.inr hp.le)
  have h2 : HasDerivAt (fun x : ℝ => (1 - x) ^ p) (-1 * p * (1 - z) ^ (p - 1)) z :=
    ((hasDerivAt_id' z).const_sub 1).rpow_const (Or.inr hp.le)
  exact ((h1.fun_add h2).div_const 2).congr_deriv (by ring)
```

The next lemma is the estimate of the slope. The four facts `a0`, `b0`, `a1`, `b1` place both powers between $0$ and $2^{p-1}$, and `h2` rewrites $2^{p-1}$ as $2\cdot2^{p-2}$.

```lean
/-- For `p > 1` and `z` in `[-1,1]` the slope of the spin factor is at most `p 2^(p-2)`
in magnitude. -/
theorem abs_slope_le {p z : ℝ} (hp : 1 < p) (hz : z ∈ Icc (-1 : ℝ) 1) :
    |p * ((1 + z) ^ (p - 1) - (1 - z) ^ (p - 1)) / 2| ≤ p * 2 ^ (p - 2) := by
  obtain ⟨hz1, hz2⟩ := hz
  have hp0 : 0 < p := by linarith
  have h2 : (2 : ℝ) ^ (p - 1) = 2 * 2 ^ (p - 2) := by
    rw [show p - 1 = 1 + (p - 2) by ring, Real.rpow_add two_pos, Real.rpow_one]
  -- both powers lie between 0 and 2^(p-1)
  have a0 : 0 ≤ (1 + z) ^ (p - 1) := Real.rpow_nonneg (by linarith) _
  have b0 : 0 ≤ (1 - z) ^ (p - 1) := Real.rpow_nonneg (by linarith) _
  have a1 : (1 + z) ^ (p - 1) ≤ 2 ^ (p - 1) :=
    Real.rpow_le_rpow (by linarith) (by linarith) (by linarith)
  have b1 : (1 - z) ^ (p - 1) ≤ 2 ^ (p - 1) :=
    Real.rpow_le_rpow (by linarith) (by linarith) (by linarith)
  have hab : |(1 + z) ^ (p - 1) - (1 - z) ^ (p - 1)| ≤ 2 * 2 ^ (p - 2) :=
    abs_le.2 ⟨by linarith, by linarith⟩
  rw [abs_div, abs_mul, abs_of_pos hp0, abs_two]
  linarith [mul_le_mul_of_nonneg_left hab hp0.le]
```

Mathlib's mean value inequality on a convex set turns the bound on the slope into the Lipschitz inequality.

```lean
/-- For `p > 1` the spin factors of two polarisations in `[-1,1]` differ by at most
`p 2^(p-2)` times the difference of the polarisations. -/
theorem spinFactor_lipschitz {p y z : ℝ} (hp : 1 < p) (hy : y ∈ Icc (-1 : ℝ) 1)
    (hz : z ∈ Icc (-1 : ℝ) 1) :
    |spinFactor p z - spinFactor p y| ≤ p * 2 ^ (p - 2) * |z - y| :=
  Convex.norm_image_sub_le_of_norm_hasDerivWithin_le
    (fun x _ => (hasDerivAt_spinFactor hp x).hasDerivWithinAt)
    (fun _ hx => abs_slope_le hp hx) (convex_Icc (-1 : ℝ) 1) hy hz
```

## No smaller constant

The limit of the difference quotient is stated with `𝓝[>] 0`, which means that $\delta$ approaches zero through positive values. The proof evaluates the slope at $z=1$, where `Real.zero_rpow` removes the minority-spin term. It then regards $-\varphi(1-t)$ as a function of $t$, whose derivative at $t=0$ is $p\,2^{p-2}$, and reads the limit off that derivative.

```lean
/-- For `p > 1`, lowering the polarisation from `1` to `1-δ` lowers the spin factor by `p 2^(p-2)`
per unit of `δ` in the limit of small positive `δ`. -/
theorem tendsto_error_per_clamp {p : ℝ} (hp : 1 < p) :
    Tendsto (fun δ : ℝ => (spinFactor p 1 - spinFactor p (1 - δ)) / δ) (𝓝[>] 0)
      (𝓝 (p * 2 ^ (p - 2))) := by
  have h2 : (2 : ℝ) ^ (p - 1) = 2 * 2 ^ (p - 2) := by
    rw [show p - 1 = 1 + (p - 2) by ring, Real.rpow_add two_pos, Real.rpow_one]
  have h0 : HasDerivAt (spinFactor p) (p * 2 ^ (p - 2)) (1 - 0) := by
    rw [sub_zero]
    refine (hasDerivAt_spinFactor hp 1).congr_deriv ?_
    -- the minority-spin term vanishes at full polarisation
    rw [sub_self, Real.zero_rpow (by linarith), one_add_one_eq_two, h2]
    ring
  have h1 : HasDerivAt (fun t : ℝ => -spinFactor p (1 - t)) (p * 2 ^ (p - 2)) 0 :=
    ((h0.comp_const_sub 1 0).fun_neg).congr_deriv (neg_neg _)
  refine h1.tendsto_slope_zero_right.congr fun t => ?_
  simp only [smul_eq_mul, zero_add, sub_zero]
  ring
```

`IsLeast` says two things about $p\,2^{p-2}$: it belongs to the set of admissible constants, and it is no larger than any other member. The first part is the Lipschitz inequality. For the second, `hL` is applied to the pair $1-\delta$ and $1$ for $\delta$ in $(0,1)$, and `le_of_tendsto` carries the inequality to the limit. The strict condition $p>1$ matters for this statement: at $p=1$ the spin factor is constant and the least constant is $0$, not $\tfrac12$.

```lean
/-- For `p > 1` the number `p 2^(p-2)` is the smallest constant that bounds the change of the
spin factor per change of polarisation on `[-1,1]`. -/
theorem isLeast_lipschitz_constant {p : ℝ} (hp : 1 < p) :
    IsLeast {L : ℝ | ∀ y ∈ Icc (-1 : ℝ) 1, ∀ z ∈ Icc (-1 : ℝ) 1,
      |spinFactor p z - spinFactor p y| ≤ L * |z - y|} (p * 2 ^ (p - 2)) := by
  refine ⟨fun y hy z hz => spinFactor_lipschitz hp hy hz, fun L hL => ?_⟩
  -- any admissible constant bounds the difference quotients at full polarisation
  refine le_of_tendsto (tendsto_error_per_clamp hp) ?_
  filter_upwards [Ioo_mem_nhdsGT (zero_lt_one' ℝ)] with δ hδ
  obtain ⟨hδ0, hδ1⟩ := hδ
  rw [div_le_iff₀ hδ0]
  have h := hL (1 - δ) ⟨by linarith, by linarith⟩ 1 ⟨by linarith, le_refl 1⟩
  rw [sub_sub_cancel, abs_of_pos hδ0] at h
  exact (le_abs_self _).trans h
```

## From the clamp to the energy

The Lipschitz inequality needs both polarisations in $[-1,1]$, so the clamped value must be shown to lie there.

```lean
/-- For `0 ≤ δ ≤ 1` the clamped polarisation lies in `[-1,1]`. -/
theorem clampPol_mem {δ : ℝ} (h0 : 0 ≤ δ) (h1 : δ ≤ 1) (z : ℝ) :
    clampPol δ z ∈ Icc (-1 : ℝ) 1 :=
  ⟨le_max_of_le_left (by linarith),
    max_le (by linarith) ((min_le_left _ _).trans (by linarith))⟩
```

The pointwise error follows once `hd` shows that the clamp moves `z` by at most `δ`. The case split on the maximum and the minimum reproduces the cases treated by hand, and `linarith` settles each. The hypothesis `hz` requires the original polarisation to be in $[-1,1]$, so a value pushed slightly past $1$ by round-off is excluded.

```lean
/-- For `p > 1`, `0 ≤ δ ≤ 1` and `z` in `[-1,1]`, clamping the polarisation changes the spin
factor by at most `p 2^(p-2) δ`. -/
theorem spinFactor_clamp_error {p δ z : ℝ} (hp : 1 < p) (h0 : 0 ≤ δ) (h1 : δ ≤ 1)
    (hz : z ∈ Icc (-1 : ℝ) 1) :
    |spinFactor p z - spinFactor p (clampPol δ z)| ≤ p * 2 ^ (p - 2) * δ := by
  have hp0 : 0 < p := by linarith
  -- the clamp moves the polarisation by at most δ
  have hd : |z - clampPol δ z| ≤ δ := by
    obtain ⟨hz1, hz2⟩ := hz
    unfold clampPol
    rw [abs_le]
    rcases max_cases (-(1 - δ)) (min (1 - δ) z) with ⟨a, b⟩ | ⟨a, b⟩ <;>
      rcases min_cases (1 - δ) z with ⟨c, d⟩ | ⟨c, d⟩ <;>
      constructor <;> linarith
  exact (spinFactor_lipschitz hp (clampPol_mem h0 h1 z) hz).trans
    (mul_le_mul_of_nonneg_left hd (by positivity))
```

Subtracting two integrals under one integral sign requires both to converge. The spin factor is continuous, hence bounded by some `C` on the compact interval $[-1,1]$, and the energy density is then dominated by $C\,|A\,n^p|$, which is integrable by assumption.

```lean
/-- For `p > 1`, integrable `n^p` and a measurable polarisation with values in `[-1,1]`,
the energy density `A n^p φ(ζ)` is integrable. -/
theorem integrable_energyDensity {X : Type*} [MeasurableSpace X] {μ : Measure X} {p : ℝ}
    (hp : 1 < p) (A : ℝ) {n ζ : X → ℝ} (hn : Integrable (fun x => n x ^ p) μ)
    (hζ : Measurable ζ) (hζ1 : ∀ x, ζ x ∈ Icc (-1 : ℝ) 1) :
    Integrable (fun x => A * n x ^ p * spinFactor p (ζ x)) μ := by
  have hc : Continuous (spinFactor p) :=
    continuous_iff_continuousAt.2 fun z => (hasDerivAt_spinFactor hp z).continuousAt
  obtain ⟨C, hC⟩ := (isCompact_Icc (a := (-1 : ℝ)) (b := 1)).exists_bound_of_continuousOn
    hc.continuousOn
  refine ((hn.const_mul A).norm.mul_const C).mono'
    ((hn.const_mul A).aestronglyMeasurable.mul
      (hc.measurable.comp hζ).aestronglyMeasurable) (ae_of_all _ fun x => ?_)
  rw [norm_mul]
  exact mul_le_mul_of_nonneg_left (hC _ (hζ1 x)) (norm_nonneg _)
```

The last theorem is the energy bound. Its hypotheses are a non-negative density, an integrable $n^p$, and a measurable polarisation with values in $[-1,1]$ at every point. Where $n=0$ the ratio that defines $\zeta$ has no physical value, and any number in $[-1,1]$ may be chosen without affecting the energy. The proof merges the two energies into one integral, and `hpt` multiplies the pointwise error by $|A|n^p$; this is where $n\ge0$ enters. The final line bounds the magnitude of the integral by the integral of the bound.

```lean
/-- For `p > 1`, `0 ≤ δ ≤ 1`, a density `n ≥ 0` with integrable `n^p` and a measurable
polarisation in `[-1,1]`, clamping changes the energy by at most `|A| p 2^(p-2) δ ∫ n^p`. -/
theorem spinEnergy_clamp_error {X : Type*} [MeasurableSpace X] {μ : Measure X} {p δ : ℝ}
    (hp : 1 < p) (h0 : 0 ≤ δ) (h1 : δ ≤ 1) (A : ℝ) {n ζ : X → ℝ} (hn0 : ∀ x, 0 ≤ n x)
    (hn : Integrable (fun x => n x ^ p) μ) (hζ : Measurable ζ)
    (hζ1 : ∀ x, ζ x ∈ Icc (-1 : ℝ) 1) :
    |spinEnergy μ A p n ζ - spinEnergy μ A p n (fun x => clampPol δ (ζ x))|
      ≤ |A| * (p * 2 ^ (p - 2) * δ) * ∫ x, n x ^ p ∂μ := by
  have hm : Measurable (fun x => clampPol δ (ζ x)) :=
    measurable_const.max (measurable_const.min hζ)
  unfold spinEnergy
  rw [← integral_sub (integrable_energyDensity hp A hn hζ hζ1)
    (integrable_energyDensity hp A hn hm fun x => clampPol_mem h0 h1 (ζ x)),
    ← integral_const_mul]
  -- the pointwise error, weighted with the local energy scale
  have hpt : ∀ x, ‖A * n x ^ p * spinFactor p (ζ x)
      - A * n x ^ p * spinFactor p (clampPol δ (ζ x))‖
      ≤ |A| * (p * 2 ^ (p - 2) * δ) * n x ^ p := by
    intro x
    have hw : 0 ≤ n x ^ p := Real.rpow_nonneg (hn0 x) p
    have key := mul_le_mul_of_nonneg_left (spinFactor_clamp_error hp h0 h1 (hζ1 x))
      (mul_nonneg (abs_nonneg A) hw)
    rw [← mul_sub, Real.norm_eq_abs, abs_mul, abs_mul, abs_of_nonneg hw]
    linarith
  rw [← Real.norm_eq_abs (∫ x, _ ∂μ)]
  exact norm_integral_le_of_norm_le (G := ℝ) (hn.const_mul _) (ae_of_all μ hpt)

end

end SpinFactorClamping
```

```lean
#print axioms SpinFactorClamping.isLeast_lipschitz_constant
#print axioms SpinFactorClamping.spinFactor_clamp_error
#print axioms SpinFactorClamping.spinEnergy_clamp_error
```

```
'SpinFactorClamping.isLeast_lipschitz_constant' depends on axioms: [propext, Classical.choice, Quot.sound]
'SpinFactorClamping.spinFactor_clamp_error' depends on axioms: [propext, Classical.choice, Quot.sound]
'SpinFactorClamping.spinEnergy_clamp_error' depends on axioms: [propext, Classical.choice, Quot.sound]
```
